# Secular Redfield tensor elements: $2N^2-N$ for nonresonant gaps, $N(2N^2+1)/3$ for equal spacing

A Redfield tensor for $N$ levels has $N^4$ index positions. Taken strictly, the secular approximation keeps an element exactly when the two density matrix elements that it couples have the same Bohr frequency. It then keeps exactly $2N^2-N$ positions if and only if different ordered pairs of distinct levels have different energy differences. For $N$ equally spaced levels with nonzero spacing it keeps $N(2N^2+1)/3$, which is $4\binom N3$ more. For these two kinds of spectrum, the counts bound the number of nonzero elements in the secular relaxation tensor of an open quantum system, for example a harmonic vibrational mode truncated to $N$ states.

## Exact equality of Bohr frequencies

Let $E_a$ be the level energies, with $\hbar=1$, and $\rho_{ab}$ the density matrix in the energy basis. With $\tilde\rho_{ab}=e^{i(E_a-E_b)t}\rho_{ab}$, the Redfield equation reads

$$\dot{\tilde\rho}_{ab}=\sum_{cd}R_{ab,cd}\,e^{i\Delta t}\,\tilde\rho_{cd},\qquad \Delta=(E_a-E_b)-(E_c-E_d).$$

The secular approximation drops the oscillating terms. A term does not oscillate exactly when $\Delta=0$: if $\Delta\neq0$, the phase factor is $-1$ at $t=\pi/\Delta$.

Physically, a term may be dropped when $|\Delta|$ is large compared with the relaxation rates. The condition $\Delta=0$ contains no rates, so the step from "oscillates" to "negligible" has to be justified for each system. The count also concerns index positions: a retained element may still vanish because of the coupling to the bath.

In the code, the levels form a finite type, `ι` or `κ`, and the energies are a real function `E` on it. An element $R_{ab,cd}$ is represented by its indices `((a, b), (c, d))`.

In Lean 4 with Mathlib:

```lean
import Mathlib

open Finset

namespace SecularRedfieldCount

noncomputable section

variable {ι : Type*} [Fintype ι] [DecidableEq ι]
```

`bohr` is the energy difference of an ordered pair, and `secularEntries` collects the quadruples with $\Delta=0$.

```lean
/-- The Bohr frequency `E_a - E_b` of an ordered pair of levels `(a, b)`, with `ħ = 1`. -/
def bohr {κ : Type*} (E : κ → ℝ) (p : κ × κ) : ℝ := E p.1 - E p.2

/-- The index quadruples `((a, b), (c, d))` of the Redfield tensor elements kept by the secular
approximation: those with `E_a - E_b = E_c - E_d`. -/
def secularEntries {κ : Type*} [Fintype κ] (E : κ → ℝ) : Finset ((κ × κ) × (κ × κ)) :=
  univ.filter fun x => bohr E x.1 = bohr E x.2
```

Some quadruples are secular whatever the energies are. The set `unavoidable`, a name local to this note, contains those that couple an element to itself or a population to a population.

```lean
/-- The quadruples that couple a density matrix element to itself or a population to a
population. -/
def unavoidable (κ : Type*) [Fintype κ] [DecidableEq κ] : Finset ((κ × κ) × (κ × κ)) :=
  univ.filter fun x => x.1 = x.2 ∨ (x.1.1 = x.1.2 ∧ x.2.1 = x.2.2)
```

Two conditions on the spectrum follow. `Nonresonant` is the gap condition, often called nondegenerate gaps. `ladder` is the equally spaced spectrum $E_k=e_0+\omega k$ with $k=0,\dots,N-1$, where $e_0$ is the lowest energy if the spacing $\omega$ is positive.

```lean
/-- A spectrum has nonresonant gaps if different ordered pairs of distinct levels have different
Bohr frequencies. -/
def Nonresonant {κ : Type*} (E : κ → ℝ) : Prop :=
  ∀ p q : κ × κ, p.1 ≠ p.2 → q.1 ≠ q.2 → bohr E p = bohr E q → p = q

/-- The equally spaced spectrum `E_k = e₀ + ω k` with `N` levels. -/
def ladder (N : ℕ) (e₀ ω : ℝ) : Fin N → ℝ := fun k => e₀ + ω * ((k : ℕ) : ℝ)
```

The next theorem ties the definition to the phase factor. Its proof inserts the same time $\pi/\Delta$ and obtains the contradiction $-1=1$.

```lean
/-- A Redfield tensor element is secular exactly when its interaction-picture phase factor
equals one at all times. -/
theorem mem_secularEntries_iff_phase {κ : Type*} [Fintype κ] (E : κ → ℝ) (p q : κ × κ) :
    (p, q) ∈ secularEntries E ↔
      ∀ t : ℝ, Complex.exp ((((bohr E p - bohr E q) * t : ℝ) : ℂ) * Complex.I) = 1 := by
  simp only [secularEntries, mem_filter, mem_univ, true_and]
  constructor
  · intro h t
    simp [h]
  · intro h
    by_contra hne
    have hd : bohr E p - bohr E q ≠ 0 := sub_ne_zero.2 hne
    -- after half a period the phase factor is -1
    have h1 := h (Real.pi / (bohr E p - bohr E q))
    rw [mul_div_cancel₀ _ hd, Complex.exp_pi_mul_I] at h1
    norm_num at h1
```

## Nonresonant gaps

The gap condition says that no two different transitions share a frequency, with $a\to b$ and $b\to a$ counted separately. It already makes the energies distinct: if $E_a=E_b$ with $a\neq b$, the pairs $(a,b)$ and $(b,a)$ both have frequency zero.

```lean
/-- Nonresonant gaps force the energies to be distinct. -/
theorem Nonresonant.injective {κ : Type*} {E : κ → ℝ} (h : Nonresonant E) :
    Function.Injective E := by
  intro a b hab
  by_contra hne
  have h1 := h (a, b) (b, a) hne (Ne.symm hne) (by simp [bohr, hab])
  exact hne (congrArg Prod.fst h1)
```

The count starts with the unavoidable quadruples. There are $N^2$ of the form $((a,b),(a,b))$ and $N^2$ of the form $((a,a),(c,c))$. The $N$ quadruples $((a,a),(a,a))$ belong to both families, so the union has $2N^2-N$ members.

Now take any secular quadruple of a nonresonant spectrum.

- If $a=b$, then $E_c=E_d$, hence $c=d$, and the element couples two populations.
- If $c=d$, then $a=b$ in the same way.
- If $a\neq b$ and $c\neq d$, the gap condition gives $(a,b)=(c,d)$.

Nothing beyond the unavoidable quadruples survives. Conversely, if the secular set has only $2N^2-N$ members, it equals the unavoidable set that it contains. Two pairs of distinct levels with equal frequency must then be the same pair, which is the gap condition.

Without the condition the count is larger. The levels $0,1,2$ have distinct energies, but the gap $1$ occurs twice. Besides the 15 unavoidable elements, $R_{10,21}$, $R_{21,10}$, $R_{01,12}$ and $R_{12,01}$ are kept, 19 in all.

In the proof, `A` and `B` are the two families and `C` is their intersection. The theorem states the count as a sum, cardinality plus $N$ equals $2N^2$, which avoids subtraction of natural numbers.

```lean
/-- For `N` levels there are `2N² - N` quadruples that couple an element to itself or a population
to a population. -/
theorem card_unavoidable :
    (unavoidable ι).card + Fintype.card ι = 2 * Fintype.card ι ^ 2 := by
  let A : Finset ((ι × ι) × (ι × ι)) := univ.image fun p : ι × ι => (p, p)
  let B : Finset ((ι × ι) × (ι × ι)) :=
    univ.image fun r : ι × ι => ((r.1, r.1), (r.2, r.2))
  let C : Finset ((ι × ι) × (ι × ι)) := univ.image fun a : ι => ((a, a), (a, a))
  have hA : A.card = Fintype.card ι * Fintype.card ι := by
    rw [card_image_of_injective _ (fun p q h => congrArg Prod.fst h), card_univ,
      Fintype.card_prod]
  have hB : B.card = Fintype.card ι * Fintype.card ι := by
    rw [card_image_of_injective _ (fun r s h => Prod.ext (congrArg (fun x => x.1.1) h)
      (congrArg (fun x => x.2.1) h)), card_univ, Fintype.card_prod]
  have hC : C.card = Fintype.card ι := by
    rw [card_image_of_injective _ (fun a b h => congrArg (fun x => x.1.1) h), card_univ]
  have hU : unavoidable ι = A ∪ B := by
    ext ⟨⟨a, b⟩, ⟨c, d⟩⟩
    simp only [unavoidable, A, B, mem_filter, mem_univ, true_and, mem_union, mem_image,
      Prod.exists, Prod.mk.injEq]
    constructor
    · rintro (⟨rfl, rfl⟩ | ⟨rfl, rfl⟩)
      · exact Or.inl ⟨_, _, ⟨rfl, rfl⟩, rfl, rfl⟩
      · exact Or.inr ⟨_, _, ⟨rfl, rfl⟩, rfl, rfl⟩
    · rintro (⟨_, _, ⟨rfl, rfl⟩, rfl, rfl⟩ | ⟨_, _, ⟨rfl, rfl⟩, rfl, rfl⟩)
      · exact Or.inl ⟨rfl, rfl⟩
      · exact Or.inr ⟨rfl, rfl⟩
  have hI : A ∩ B = C := by
    ext ⟨⟨a, b⟩, ⟨c, d⟩⟩
    simp only [A, B, C, mem_univ, true_and, mem_inter, mem_image, Prod.exists, Prod.mk.injEq]
    constructor
    · rintro ⟨⟨_, _, ⟨rfl, rfl⟩, rfl, rfl⟩, ⟨r, _, ⟨h1, h2⟩, _, _⟩⟩
      exact ⟨r, ⟨h1, h2⟩, h1, h2⟩
    · rintro ⟨_, ⟨rfl, rfl⟩, rfl, rfl⟩
      exact ⟨⟨_, _, ⟨rfl, rfl⟩, rfl, rfl⟩, ⟨_, _, ⟨rfl, rfl⟩, rfl, rfl⟩⟩
  -- inclusion-exclusion
  have h := card_union_add_card_inter A B
  rw [← hU, hI, hA, hB, hC] at h
  rw [h]
  ring

/-- Couplings of an element to itself and of populations to populations are secular for every
spectrum. -/
theorem unavoidable_subset (E : ι → ℝ) : unavoidable ι ⊆ secularEntries E := by
  intro x hx
  simp only [unavoidable, secularEntries, mem_filter, mem_univ, true_and] at hx ⊢
  rcases hx with h | ⟨h1, h2⟩
  · rw [h]
  · simp only [bohr, h1, h2, sub_self]
```

In the equivalence, `eq_of_subset_of_card_le` turns equal size into equal sets for the forward direction. The backward direction is the case distinction above; it uses `h.injective` for the zero frequencies and the gap condition `h` itself in the last case.

```lean
/-- The secular approximation keeps exactly `2N² - N` Redfield tensor elements if and only if the
`N`-level spectrum has nonresonant gaps. -/
theorem card_secular_iff_nonresonant (E : ι → ℝ) :
    (secularEntries E).card + Fintype.card ι = 2 * Fintype.card ι ^ 2 ↔ Nonresonant E := by
  have hu := card_unavoidable (ι := ι)
  constructor
  · intro h p q hp hq hpq
    have heq : unavoidable ι = secularEntries E :=
      eq_of_subset_of_card_le (unavoidable_subset E) (by linarith)
    have hm : (p, q) ∈ unavoidable ι := by
      rw [heq]
      simpa [secularEntries] using hpq
    simp only [unavoidable, mem_filter, mem_univ, true_and] at hm
    exact hm.resolve_right fun h' => hp h'.1
  · intro h
    have heq : secularEntries E = unavoidable ι := by
      refine Subset.antisymm ?_ (unavoidable_subset E)
      rintro ⟨p, q⟩ hx
      simp only [unavoidable, secularEntries, mem_filter, mem_univ, true_and] at hx ⊢
      by_cases hp : p.1 = p.2
      · -- a zero frequency can only be matched by a population
        refine Or.inr ⟨hp, h.injective ?_⟩
        simp only [bohr, hp, sub_self] at hx
        linarith
      · by_cases hq : q.1 = q.2
        · refine absurd (h.injective ?_) hp
          simp only [bohr, hq, sub_self] at hx
          linarith
        · exact Or.inl (h p q hp hq hx)
    rw [heq, hu]
```

## Equal spacing that is not zero

Equal spacing describes the lowest $N$ levels of a harmonic oscillator, or a single spin whose levels are split only by the Zeeman term of a magnetic field. For such levels $\Delta=0$ reads $\omega(a-b)=\omega(c-d)$. Because $\omega\neq0$, it can be cancelled, leaving $a-b=c-d$.

For a fixed pair $(a,b)$, the solutions $(c,d)$ are found by sliding the pair along the ladder. If $a\ge b$, they are $(k+a-b,\,k)$ with $0\le k<N-(a-b)$; the other case is the mirror image. Each $\rho_{ab}$ therefore has $N-|a-b|$ secular partners, itself included.

If $\omega=0$, all levels coincide and all $N^4$ elements are secular. For $N=2$ this gives 16, while the ladder formula gives 6. For $N\le1$ the formula holds at $\omega=0$ as well.

The hypothesis `hω` enters the proof in `key`, through `mul_left_cancel₀`. The map given to `card_bij` is the sliding construction. Subtraction of natural numbers stops at zero, so `a - b` and `b - a` cover both orderings at once.

```lean
/-- On a ladder with nonzero spacing, the element `ρ_ab` is secularly coupled to exactly
`N - |a - b|` density matrix elements. -/
theorem ladder_partners (N : ℕ) (e₀ : ℝ) {ω : ℝ} (hω : ω ≠ 0) (p : Fin N × Fin N) :
    (((univ.filter fun q => bohr (ladder N e₀ ω) p = bohr (ladder N e₀ ω) q).card : ℕ) : ℤ)
      = (N : ℤ) - |((p.1 : ℕ) : ℤ) - ((p.2 : ℕ) : ℤ)| := by
  obtain ⟨⟨a, ha⟩, ⟨b, hb⟩⟩ := p
  have key : ∀ q : Fin N × Fin N, bohr (ladder N e₀ ω) (⟨a, ha⟩, ⟨b, hb⟩) =
      bohr (ladder N e₀ ω) q ↔ a + (q.2 : ℕ) = (q.1 : ℕ) + b := by
    intro q
    simp only [bohr, ladder]
    constructor
    · intro h
      have h' : ω * ((a : ℝ) + ((q.2 : ℕ) : ℝ)) = ω * (((q.1 : ℕ) : ℝ) + (b : ℝ)) := by
        linear_combination h
      exact_mod_cast mul_left_cancel₀ hω h'
    · intro h
      have h' : (a : ℝ) + ((q.2 : ℕ) : ℝ) = ((q.1 : ℕ) : ℝ) + (b : ℝ) := by exact_mod_cast h
      linear_combination ω * h'
  -- the partners are obtained by sliding the pair along the ladder
  have hc : (range (N - (a - b) - (b - a))).card = (univ.filter fun q =>
      bohr (ladder N e₀ ω) (⟨a, ha⟩, ⟨b, hb⟩) = bohr (ladder N e₀ ω) q).card := by
    refine card_bij (fun k hk =>
      ((⟨k + (a - b), by have := mem_range.1 hk; omega⟩ : Fin N),
        (⟨k + (b - a), by have := mem_range.1 hk; omega⟩ : Fin N))) ?_ ?_ ?_
    · intro k hk
      refine mem_filter.2 ⟨mem_univ _, (key _).2 ?_⟩
      change a + (k + (b - a)) = k + (a - b) + b
      omega
    · intro k hk l hl h
      simp only [Prod.mk.injEq, Fin.mk.injEq] at h
      omega
    · rintro ⟨⟨c, hc⟩, ⟨d, hd⟩⟩ hq
      have h : a + d = c + b := (key _).1 (mem_filter.1 hq).2
      refine ⟨c - (a - b), mem_range.2 (by omega), ?_⟩
      simp only [Prod.mk.injEq, Fin.mk.injEq]
      constructor <;> omega
  rw [← hc, card_range]
  change ((N - (a - b) - (b - a) : ℕ) : ℤ) = (N : ℤ) - |(a : ℤ) - (b : ℤ)|
  rcases abs_cases ((a : ℤ) - (b : ℤ)) with h | h <;> omega
```

It remains to sum over $(a,b)$. Let $S_N=\sum_{a,b<N}|a-b|$. Adding level $N$ adds one row and one column:

$$S_{N+1}=S_N+2\sum_{b<N}(N-b)=S_N+N(N+1).$$

With $S_0=0$ this gives $S_N=(N^3-N)/3$. The lemma is this induction, with `row` supplying the arithmetic sum.

```lean
/-- The level distances `|a - b|`, summed over all ordered pairs of `N` ladder levels, give
`(N³ - N)/3`. -/
theorem sum_level_distance (N : ℕ) :
    3 * ∑ a ∈ range N, ∑ b ∈ range N, |(a : ℤ) - (b : ℤ)| = (N : ℤ) ^ 3 - N := by
  have row : ∀ (M : ℤ) (n : ℕ),
      2 * ∑ b ∈ range n, (M - (b : ℤ)) = n * (2 * M - n + 1) := by
    intro M n
    induction n with
    | zero => simp
    | succ n ih =>
      rw [sum_range_succ]
      push_cast
      linear_combination ih
  induction N with
  | zero => simp
  | succ N ih =>
    -- the new level adds one row and one column
    have hr : ∑ b ∈ range N, |(N : ℤ) - (b : ℤ)| = ∑ b ∈ range N, ((N : ℤ) - (b : ℤ)) := by
      refine sum_congr rfl fun b hb => abs_of_nonneg ?_
      have := mem_range.1 hb
      omega
    have hcol : ∑ a ∈ range N, |(a : ℤ) - (N : ℤ)| = ∑ b ∈ range N, ((N : ℤ) - (b : ℤ)) := by
      rw [← hr]
      exact sum_congr rfl fun a _ => abs_sub_comm _ _
    simp only [sum_range_succ, sum_add_distrib, sub_self, abs_zero]
    rw [hr, hcol]
    push_cast
    linear_combination ih + 3 * row N N
```

The number of secular elements is then

$$\sum_{a,b}(N-|a-b|)=N^3-\frac{N^3-N}{3}=\frac{N(2N^2+1)}{3}.$$

The theorem states it multiplied by 3. Its proof splits the set of quadruples by their first pair and inserts the two preceding results.

```lean
/-- For `N` equally spaced levels with nonzero spacing, the secular approximation keeps
`N(2N² + 1)/3` Redfield tensor elements. -/
theorem card_secular_ladder (N : ℕ) (e₀ : ℝ) {ω : ℝ} (hω : ω ≠ 0) :
    3 * (secularEntries (ladder N e₀ ω)).card = N * (2 * N ^ 2 + 1) := by
  have hs : (secularEntries (ladder N e₀ ω)).card = ∑ p : Fin N × Fin N,
      (univ.filter fun q => bohr (ladder N e₀ ω) p = bohr (ladder N e₀ ω) q).card := by
    simp only [secularEntries, card_filter, Fintype.sum_prod_type]
  have hz : 3 * ((secularEntries (ladder N e₀ ω)).card : ℤ) = N * (2 * (N : ℤ) ^ 2 + 1) := by
    rw [hs, Nat.cast_sum, sum_congr rfl fun p _ => ladder_partners N e₀ hω p,
      Fintype.sum_prod_type]
    have h := sum_level_distance N
    simp only [Finset.sum_range] at h
    simp only [sum_sub_distrib, sum_const, card_univ, Fintype.card_fin, nsmul_eq_mul]
    linear_combination -h
  exact_mod_cast hz
```

The difference from the nonresonant count is

$$\frac{N(2N^2+1)}{3}-(2N^2-N)=\frac{2N(N-1)(N-2)}{3}=4\binom N3.$$

It vanishes for $N\le2$, where a ladder has no repeated gap. In the proof, `c2` and `c3` express the binomial coefficients as polynomials.

```lean
/-- An equally spaced spectrum with nonzero spacing keeps `4 · C(N,3)` more Redfield tensor
elements than the `2N² - N` of a spectrum with nonresonant gaps. -/
theorem ladder_excess (N : ℕ) (e₀ : ℝ) {ω : ℝ} (hω : ω ≠ 0) :
    (secularEntries (ladder N e₀ ω)).card + N = 2 * N ^ 2 + 4 * N.choose 3 := by
  have c2 : ∀ n : ℕ, 2 * (n.choose 2 : ℤ) = n * (n - 1) := by
    intro n
    induction n with
    | zero => simp
    | succ n ih =>
      rw [Nat.choose_succ_succ' n 1, Nat.choose_one_right]
      push_cast
      linear_combination ih
  have c3 : ∀ n : ℕ, 6 * (n.choose 3 : ℤ) = n * (n - 1) * (n - 2) := by
    intro n
    induction n with
    | zero => simp
    | succ n ih =>
      rw [Nat.choose_succ_succ' n 2]
      push_cast
      linear_combination ih + 3 * c2 n
  have h : 3 * ((secularEntries (ladder N e₀ ω)).card : ℤ) = N * (2 * (N : ℤ) ^ 2 + 1) := by
    exact_mod_cast card_secular_ladder N e₀ hω
  have hz : ((secularEntries (ladder N e₀ ω)).card : ℤ) + N
      = 2 * (N : ℤ) ^ 2 + 4 * (N.choose 3 : ℤ) := by
    linarith [c3 N]
  exact_mod_cast hz
```

## The levels 0, 1, 3 have no repeated gap

Moving the top level of $0,1,2$ up to $3$ removes the resonance: the frequencies are now $\pm1,\pm2,\pm3$, all different. The gap condition is thus satisfied by an actual three-level spectrum, and the count falls from 19 to 15. The proof runs through all pairs of index pairs.

```lean
/-- The three-level spectrum with energies `0, 1, 3` has nonresonant gaps. -/
theorem nonresonant_witness : Nonresonant (![0, 1, 3] : Fin 3 → ℝ) := by
  rintro ⟨a, b⟩ ⟨c, d⟩
  fin_cases a <;> fin_cases b <;> fin_cases c <;> fin_cases d <;> norm_num [bohr]

end

end SecularRedfieldCount
```

```lean
#print axioms SecularRedfieldCount.mem_secularEntries_iff_phase
#print axioms SecularRedfieldCount.card_secular_iff_nonresonant
#print axioms SecularRedfieldCount.ladder_excess
```

```
'SecularRedfieldCount.mem_secularEntries_iff_phase' depends on axioms: [propext, Classical.choice, Quot.sound]
'SecularRedfieldCount.card_secular_iff_nonresonant' depends on axioms: [propext, Classical.choice, Quot.sound]
'SecularRedfieldCount.ladder_excess' depends on axioms: [propext, Classical.choice, Quot.sound]
```

## Frequency blocks in a relaxation calculation

A program that builds the secular tensor can sort the $N^2$ elements $\rho_{ab}$ by Bohr frequency and compute $R_{ab,cd}$ only within each group. With floating-point energies, "equal" then means equal within a chosen tolerance. A group of $m$ elements gives an $m\times m$ block.

For nonresonant gaps there is one $N\times N$ block of populations, and each of the $N^2-N$ coherences evolves by itself. On a ladder, the coherences with the same $a-b$ form a block of size $N-|a-b|$, so coherence can pass from one transition to the next. For $N=10$ the full tensor has 10000 entries; the secular one has 190 for nonresonant gaps and 670 for equal spacing.
